# Anisotropic exchange alone gives spins 1/2 no thermal polarization

Q: Before any code, which Hamiltonian and which polarization do you mean?

A: Take $N$ spins 1/2 with exchange couplings and no magnetic field. With $S_{ia}$ the component $a\in\{x,y,z\}$ of the spin at site $i$, in units of $\hbar$, the Hamiltonian is

$$H=\sum_{i\neq j}\sum_{a,b}J_{ij}^{ab}\,S_{ia}S_{jb}.$$

The polarization at site $k$ is $\langle S_{ka}\rangle=\mathrm{tr}(S_{ka}e^{-\beta H})/Z$, with $Z=\mathrm{tr}\,e^{-\beta H}$ and $\beta=1/k_BT$. The claim is that the numerator vanishes. For real $J$ and $\beta$, $H$ is Hermitian and $Z>0$, so the polarization vanishes too.

```lean
import Mathlib

open Matrix

namespace ExchangeNoPolarization

noncomputable section
```

Q: How do spins become Lean objects?

A: `ι` is the finite set of sites. A configuration assigns 0 (up) or 1 (down) to each site, and an operator is a complex matrix between configurations.

```lean
/-- Operators on a collection of spins 1/2 with sites `ι`, as matrices between
configurations that assign up (0) or down (1) to each site. -/
abbrev Op (ι : Type*) := Matrix (ι → Fin 2) (ι → Fin 2) ℂ
```

A tensor product of one-spin matrices $A_j$ has entries $\prod_j A_j(s_j,t_j)$ between configurations $s$ and $t$.

```lean
variable {ι : Type*} [Fintype ι] [DecidableEq ι]

/-- The tensor product of one single-spin operator per site. -/
def productOp (A : ι → Matrix (Fin 2) (Fin 2) ℂ) : Op ι :=
  Matrix.of fun s t => ∏ j, A j (s j) (t j)
```

The spin matrices are half the Pauli matrices, with components numbered 0, 1, 2 for $x,y,z$.

```lean
/-- The spin-1/2 matrices: components 0, 1, 2 are x, y, z, in units of ħ. -/
def spin : Fin 3 → Matrix (Fin 2) (Fin 2) ℂ :=
  ![!![0, 1/2; 1/2, 0], !![0, -Complex.I/2; Complex.I/2, 0], !![1/2, 0; 0, -1/2]]
```

$S_{ka}$ has a spin matrix at site $k$ and the identity elsewhere.

```lean
/-- The component `a` of the spin at site `k`, acting as the identity on all other sites. -/
def spinOp (k : ι) (a : Fin 3) : Op ι :=
  productOp fun j => if j = k then spin a else 1
```

Q: Does your sum count each pair twice?

A: It runs over ordered pairs, so the coefficient of $S_{ia}S_{jb}$ for a given pair is $J_{ij}^{ab}+J_{ji}^{ba}$. To describe a dimer with a given coupling tensor, put the tensor in one order and zero in the other. Nothing is assumed about its symmetry, so Heisenberg, Dzyaloshinskii–Moriya and symmetric anisotropic exchange are all included.

```lean
/-- The anisotropic exchange Hamiltonian: the sum of `J i j a b` times `S_ia S_jb` over
all pairs of different sites and all components. -/
def exchange (J : ι → ι → Fin 3 → Fin 3 → ℂ) : Op ι :=
  ∑ i, ∑ j ∈ Finset.univ.erase i, ∑ a, ∑ b, J i j a b • (spinOp i a * spinOp j b)
```

Q: The couplings are complex there. Real exchange constants are real.

A: The real case is a special case. The argument uses a linear spin reversal, which leaves complex coefficients alone. With $\varepsilon=\mathrm i\sigma_y$ and $K=\varepsilon^{\otimes N}$, define

$$R(A)=KA^{T}K^{T}.$$

In the code $\varepsilon$ is `eps`, $K$ is `turn` and $R$ is `reversal`. Textbook time reversal is antiunitary and conjugates coefficients; $R$ agrees with it on Hermitian operators, where $A^T$ is the complex conjugate of $A$.

```lean
/-- The single-spin matrix `iσ_y`. -/
def eps : Matrix (Fin 2) (Fin 2) ℂ := !![0, 1; -1, 0]

/-- The operator `iσ_y` applied to every spin. -/
def turn : Op ι := productOp fun _ => eps

/-- Spin reversal of an operator: transposition followed by conjugation with `iσ_y`
on every site. -/
def reversal : Op ι →ₗ[ℂ] Op ι where
  toFun A := turn * Aᵀ * turnᵀ
  map_add' A B := by rw [Matrix.transpose_add, mul_add, add_mul]
  map_smul' c A := by
    rw [Matrix.transpose_smul, Matrix.mul_smul, Matrix.smul_mul, RingHom.id_apply]
```

Q: Show me the argument without Lean.

A: Start with one spin. Transposition fixes $S_x$ and $S_z$ and changes the sign of $S_y$. The matrix $\varepsilon$ anticommutes with $S_x$ and $S_z$, commutes with $S_y$, and satisfies $\varepsilon\varepsilon^T=1$. Hence $\varepsilon S_a^T\varepsilon^T=-S_a$ for all three components. On $N$ spins the other sites contribute $\varepsilon\varepsilon^T=1$, so $R(S_{ka})=-S_{ka}$.

Since $K^TK=1$,

$$R(AB)=KB^TA^TK^T=KB^TK^T\,KA^TK^T=R(B)R(A).$$

For $i\neq j$ the two signs cancel and the spins commute:

$$R(S_{ia}S_{jb})=S_{jb}S_{ia}=S_{ia}S_{jb}.$$

By linearity, $R(H)=H$.

Next, $\mathrm{tr}\,R(A)=\mathrm{tr}(K^TKA^T)=\mathrm{tr}\,A$. Also $R(A^n)=R(A)^n$, so the power series gives $R(e^A)=e^{R(A)}$. For any $X$ with $R(X)=-X$,

$$\mathrm{tr}(Xe^{-\beta H})=\mathrm{tr}\,R(Xe^{-\beta H})=-\mathrm{tr}(e^{-\beta H}X)=-\mathrm{tr}(Xe^{-\beta H}).$$

The trace equals its own negative and is zero. Take $X=S_{ka}$.

Q: Where does Lean establish that different spins commute?

A: First it shows that product operators multiply site by site. The sum over intermediate configurations of a product over sites becomes a product of single-site sums.

```lean
/-- Tensor products of single-spin operators multiply site by site. -/
theorem productOp_mul (A B : ι → Matrix (Fin 2) (Fin 2) ℂ) :
    productOp A * productOp B = productOp fun j => A j * B j := by
  ext s t
  simp only [productOp, Matrix.mul_apply, Matrix.of_apply, Finset.prod_univ_sum,
    Fintype.piFinset_univ, Finset.prod_mul_distrib]
```

For $i\neq j$, every site then carries at least one identity factor, so the order is irrelevant. The case split asks whether the site is $i$.

```lean
/-- Spin components on different sites commute. -/
theorem spinOp_comm {i j : ι} (h : i ≠ j) (a b : Fin 3) :
    spinOp i a * spinOp j b = spinOp j b * spinOp i a := by
  simp only [spinOp, productOp_mul]
  congr 1
  funext l
  by_cases hi : l = i
  · have hj : l ≠ j := fun e => h (hi.symm.trans e)
    simp only [if_neg hj, mul_one, one_mul]
  · simp only [if_neg hi, mul_one, one_mul]
```

Q: And the properties of $R$?

A: $KK^T=1$ follows from $\varepsilon\varepsilon^T=1$: two different configurations differ at some site, and the factor there is zero.

```lean
/-- The operator `iσ_y` on every spin times its transpose is the identity. -/
theorem turn_mul_transpose : (turn : Op ι) * turnᵀ = 1 := by
  have he : eps * epsᵀ = 1 := by
    ext i j
    fin_cases i <;> fin_cases j <;> simp [eps, Matrix.mul_apply, Fin.sum_univ_succ]
  have ht : (turn : Op ι)ᵀ = productOp fun _ => epsᵀ := rfl
  rw [ht, turn, productOp_mul, he]
  ext s t
  by_cases h : s = t
  · subst h
    simp [productOp]
  · obtain ⟨j, hj⟩ := Function.ne_iff.mp h
    rw [Matrix.one_apply_ne h]
    exact Finset.prod_eq_zero (Finset.mem_univ j) (Matrix.one_apply_ne hj)
```

The reversed product order comes from inserting $K^TK=1$ in the middle, as above.

```lean
/-- Spin reversal reverses the order of a product. -/
theorem reversal_mul (A B : Op ι) : reversal (A * B) = reversal B * reversal A := by
  have h : (turn : Op ι)ᵀ * turn = 1 := mul_eq_one_comm.mp turn_mul_transpose
  change turn * (A * B)ᵀ * turnᵀ = turn * Bᵀ * turnᵀ * (turn * Aᵀ * turnᵀ)
  calc turn * (A * B)ᵀ * turnᵀ = turn * Bᵀ * 1 * Aᵀ * turnᵀ := by
        rw [Matrix.transpose_mul, mul_one, ← mul_assoc]
    _ = turn * Bᵀ * turnᵀ * (turn * Aᵀ * turnᵀ) := by
        rw [← h]
        simp only [mul_assoc]
```

For the sign of $S_{ka}$, Lean checks the one-spin identity entry by entry, then splits the product over sites into the factor at $k$, which changes sign, and the rest, which doesn't.

```lean
/-- Spin reversal changes the sign of every spin component at every site. -/
theorem reversal_spinOp (k : ι) (a : Fin 3) : reversal (spinOp k a) = -spinOp k a := by
  -- the statement for one spin
  have hs : eps * (spin a)ᵀ * epsᵀ = -spin a := by
    ext i j
    simp only [Matrix.mul_apply, Fin.sum_univ_two, Matrix.transpose_apply, Matrix.neg_apply]
    fin_cases a <;> fin_cases i <;> fin_cases j <;> simp [eps, spin] <;> ring
  have he : eps * epsᵀ = 1 := by
    ext i j
    fin_cases i <;> fin_cases j <;> simp [eps, Matrix.mul_apply, Fin.sum_univ_succ]
  let A : ι → Matrix (Fin 2) (Fin 2) ℂ := fun j => if j = k then spin a else 1
  have hr : reversal (spinOp k a) = productOp fun j => eps * (A j)ᵀ * epsᵀ := by
    change productOp (fun _ => eps) * productOp (fun j => (A j)ᵀ)
      * productOp (fun _ => epsᵀ) = _
    rw [productOp_mul, productOp_mul]
  rw [hr]
  ext s t
  change ∏ j, (eps * (A j)ᵀ * epsᵀ) (s j) (t j) = -∏ j, A j (s j) (t j)
  -- only the factor at site k changes sign
  have hk : eps * (A k)ᵀ * epsᵀ = -A k := by
    simp only [A, if_true, hs]
  have e : ∏ j ∈ Finset.univ.erase k, (eps * (A j)ᵀ * epsᵀ) (s j) (t j)
      = ∏ j ∈ Finset.univ.erase k, A j (s j) (t j) := by
    refine Finset.prod_congr rfl fun j hj => ?_
    have hA : A j = 1 := if_neg (Finset.ne_of_mem_erase hj)
    rw [hA, Matrix.transpose_one, mul_one, he]
  rw [← Finset.mul_prod_erase Finset.univ (fun j => (eps * (A j)ᵀ * epsᵀ) (s j) (t j))
      (Finset.mem_univ k),
    ← Finset.mul_prod_erase Finset.univ (fun j => A j (s j) (t j)) (Finset.mem_univ k),
    e, hk, Matrix.neg_apply, neg_mul]
```

Invariance of $H$ is then checked term by term, with the commutation lemma restoring the order.

```lean
/-- The anisotropic exchange Hamiltonian is unchanged by spin reversal. -/
theorem reversal_exchange (J : ι → ι → Fin 3 → Fin 3 → ℂ) :
    reversal (exchange J) = exchange J := by
  simp only [exchange, map_sum, map_smul, reversal_mul, reversal_spinOp, neg_mul_neg]
  refine Finset.sum_congr rfl fun i _ => Finset.sum_congr rfl fun j hj =>
    Finset.sum_congr rfl fun a _ => Finset.sum_congr rfl fun b _ => ?_
  rw [spinOp_comm (Finset.ne_of_mem_erase hj)]
```

Q: So the thermal part is the last step?

A: Yes. The next lemma treats any even $H$ and odd $X$. Instead of expanding the exponential, it uses the library facts that `exp` respects conjugation and transposition. Its last line solves $t=-t$ for the trace $t$.

```lean
/-- If `H` is even and `X` is odd under spin reversal, the trace of `X exp(-βH)` vanishes. -/
theorem trace_odd_mul_exp_even (β : ℂ) {H X : Op ι} (hH : reversal H = H)
    (hX : reversal X = -X) : trace (X * NormedSpace.exp (-β • H)) = 0 := by
  have hinv : (turn : Op ι)⁻¹ = turnᵀ := Matrix.inv_eq_right_inv turn_mul_transpose
  have h1 : (turn : Op ι)ᵀ * turn = 1 := mul_eq_one_comm.mp turn_mul_transpose
  have hu : IsUnit (turn : Op ι) := ⟨⟨turn, turnᵀ, turn_mul_transpose, h1⟩, rfl⟩
  -- reversal commutes with the exponential
  have hexp (A : Op ι) : reversal (NormedSpace.exp A) = NormedSpace.exp (reversal A) := by
    change turn * (NormedSpace.exp A)ᵀ * turnᵀ = NormedSpace.exp (turn * Aᵀ * turnᵀ)
    rw [← hinv, Matrix.exp_conj _ _ hu, Matrix.exp_transpose]
  -- reversal preserves the trace
  have htr (A : Op ι) : trace (reversal A) = trace A := by
    change trace (turn * Aᵀ * turnᵀ) = trace A
    rw [Matrix.trace_mul_comm, ← mul_assoc, h1, one_mul, Matrix.trace_transpose]
  have h := htr (X * NormedSpace.exp (-β • H))
  rw [reversal_mul, hexp, map_smul, hH, hX, mul_neg, Matrix.trace_neg,
    Matrix.trace_mul_comm] at h
  linear_combination (-1/2 : ℂ) * h
```

The main theorem inserts $H$ and $S_{ka}$. It reads: for every coupling tensor, every complex $\beta$, every site and every component, the trace is zero. For a single site the exchange sum is empty, and the statement reduces to $\mathrm{tr}\,S_a=0$.

```lean
/-- Anisotropic exchange alone produces no thermal polarization: the trace of
`S_ka exp(-βH)` vanishes for every site `k` and component `a`. -/
theorem exchange_no_polarization (J : ι → ι → Fin 3 → Fin 3 → ℂ) (β : ℂ) (k : ι)
    (a : Fin 3) : trace (spinOp k a * NormedSpace.exp (-β • exchange J)) = 0 :=
  trace_odd_mul_exp_even β (reversal_exchange J) (reversal_spinOp k a)
```

Q: Yet ferromagnets are polarized without a field.

A: The theorem concerns the full Gibbs trace of a finite system. Spontaneous magnetization arises when the system size goes to infinity before the field goes to zero, and that limit is the step from this model to a bulk magnet. For exact diagonalization of a finite spin-1/2 cluster with pure two-site exchange, the result says that every local thermal moment must come out zero.

Q: Does the symmetry say anything beyond single spins?

A: A product of three spin components on three different sites is also odd: it acquires three minus signs, and commutation restores the order. Its thermal trace vanishes as well.

```lean
/-- Under anisotropic exchange alone, the thermal trace of a product of three spin
components on three different sites vanishes. -/
theorem exchange_no_three_spin_correlation (J : ι → ι → Fin 3 → Fin 3 → ℂ) (β : ℂ)
    {i j k : ι} (hij : i ≠ j) (hik : i ≠ k) (hjk : j ≠ k) (a b c : Fin 3) :
    trace (spinOp i a * spinOp j b * spinOp k c * NormedSpace.exp (-β • exchange J)) = 0 := by
  refine trace_odd_mul_exp_even β (reversal_exchange J) ?_
  rw [reversal_mul, reversal_mul, reversal_spinOp, reversal_spinOp, reversal_spinOp,
    neg_mul_neg, neg_mul]
  -- restore the original order of the commuting factors
  rw [spinOp_comm hij.symm, ← mul_assoc, spinOp_comm hik.symm, mul_assoc,
    spinOp_comm hjk.symm, ← mul_assoc]
```

Q: What if I allow $i=j$ in the Hamiltonian?

A: Then the claim fails for complex coefficients. On one spin $S_xS_y=\tfrac{\mathrm i}{2}S_z$, so the term $2\mathrm iB\,S_xS_y$ equals $-BS_z$, a Zeeman term with the field $B$ in energy units. (Real same-site coefficients that keep $H$ Hermitian add only a constant.) The last theorem computes the Zeeman case: $S_z$ is diagonal, and summing over its two states gives

$$\mathrm{tr}(S_ze^{-\beta H})=\tfrac12\left(e^{\beta B/2}-e^{-\beta B/2}\right)=\sinh(\beta B/2).$$

Dividing by $Z=2\cosh(\beta B/2)$ gives the polarization $\langle S_z\rangle=\tfrac12\tanh(\beta B/2)$, nonzero for real nonzero $\beta$ and $B$.

```lean
/-- For a single spin with the Zeeman Hamiltonian `H = -B S_z`, the trace of
`S_z exp(-βH)` is `sinh(βB/2)`. -/
theorem zeeman_polarization (β B : ℂ) :
    trace (spinOp (0 : Fin 1) 2 * NormedSpace.exp (-β • (-B • spinOp (0 : Fin 1) 2)))
      = Complex.sinh (β * B / 2) := by
  have hd : spinOp (0 : Fin 1) 2
      = Matrix.diagonal fun s : Fin 1 → Fin 2 => spin 2 (s 0) (s 0) := by
    ext s t
    by_cases h : s = t
    · subst h
      simp [spinOp, productOp]
    · have h0 : s 0 ≠ t 0 := fun e => h (funext fun j => by rwa [Subsingleton.elim j 0])
      rw [Matrix.diagonal_apply_ne _ h]
      simp only [spinOp, productOp, Matrix.of_apply, Fin.prod_univ_one, if_true]
      revert h0
      generalize s 0 = p
      generalize t 0 = q
      fin_cases p <;> fin_cases q <;> simp [spin]
  rw [hd, smul_smul, ← Matrix.diagonal_smul, Matrix.exp_diagonal,
    Matrix.diagonal_mul_diagonal, Matrix.trace_diagonal,
    ← (Equiv.funUnique (Fin 1) (Fin 2)).symm.sum_comp]
  simp only [Fin.sum_univ_two]
  simp [spin, Complex.sinh]
  rw [← Complex.exp_eq_exp_ℂ]
  ring_nf

end

end ExchangeNoPolarization
```

```lean
#print axioms ExchangeNoPolarization.exchange_no_polarization
#print axioms ExchangeNoPolarization.exchange_no_three_spin_correlation
#print axioms ExchangeNoPolarization.zeeman_polarization
```

```
'ExchangeNoPolarization.exchange_no_polarization' depends on axioms: [propext, Classical.choice, Quot.sound]
'ExchangeNoPolarization.exchange_no_three_spin_correlation' depends on axioms: [propext, Classical.choice, Quot.sound]
'ExchangeNoPolarization.zeeman_polarization' depends on axioms: [propext, Classical.choice, Quot.sound]
```
